# Integrated density of states of the tight-binding chain as the number of sites grows

Take a ring of three sites on which an electron hops to each neighbour with amplitude one. Its Bloch states carry labels $k=0,1,2$ and wave numbers $2\pi k/3$, and their energies $2\cos(2\pi k/3)$ are $2,-1,-1$. Two of the three lie at or below $E=0$.

The same count can be read off an interval. The curve $2\cos q$ is at or below zero for $\pi/2\le q\le 3\pi/2$, which in terms of the label means $3/4\le k\le 9/4$. This interval has length $3/2$ and contains two integers. On a larger ring the interval grows in proportion to the number of sites, while the mismatch between its length and the number of integers inside stays bounded.

For non-interacting electrons in a single band, the fraction of states up to $E$ is the filling that belongs to a Fermi energy $E$ at zero temperature. The problems below find this fraction for the infinite chain, with $E$ inside the band.

## The ring, its levels and the count

```lean
import Mathlib

open Filter
open scoped Real Topology

namespace ChainIntegratedDOS

noncomputable section
```

Energies are in units of the hopping amplitude, the on-site energy is zero and the lattice spacing is one. For a ring of $N\ge 1$ sites write $\varepsilon_k=2\cos(2\pi k/N)$, which is `level N k`. With this sign of the hopping, $k=0$ is the top of the band.

```lean
/-- Band energy `2 cos (2πk/N)` of the Bloch state with label `k` on a ring of `N ≥ 1` sites. -/
def level (N k : ℕ) : ℝ := 2 * Real.cos (2 * π * k / N)
```

The plane wave is $\psi_k(j)=e^{2\pi i kj/N}$, without the normalising factor $1/\sqrt N$. The site index $j$ runs over all integers, so periodicity has to be shown.

```lean
/-- Plane wave with wave number `2πk/N` at site `j` of the chain, for `N ≥ 1`. -/
def blochWave (N k : ℕ) (j : ℤ) : ℂ :=
  Complex.exp (((2 * π * k / N : ℝ) : ℂ) * j * Complex.I)
```

Let $n_N(E)$ be the number of labels $k\in\{0,\dots,N-1\}$ with $\varepsilon_k\le E$. Degenerate levels count once per label, and spin is left out.

```lean
/-- Number of labels `k = 0, …, N - 1` whose band energy is at most `E`. -/
def stateCount (N : ℕ) (E : ℝ) : ℕ :=
  ((Finset.range N).filter (fun k => level N k ≤ E)).card
```

The integrated density of states per site is $I_N(E)=n_N(E)/N$.

```lean
/-- Integrated density of states per site of a ring of `N ≥ 1` sites: the fraction of
Bloch labels with energy at most `E`. -/
def idos (N : ℕ) (E : ℝ) : ℝ := stateCount N E / N
```

Finally, put $\alpha=\arccos(E/2)$ and $\ell=N\alpha/(2\pi)$. This real number is the wave number $\alpha$ expressed as a label.

```lean
/-- The real-valued label `N arccos(E/2) / (2π)`, for `-2 ≤ E ≤ 2`. -/
def edgeLabel (N : ℕ) (E : ℝ) : ℝ := N * Real.arccos (E / 2) / (2 * π)
```

## (a) The plane wave closes on the ring

Show that for $N\ge1$ the plane wave satisfies the Born-von Karman condition
$$\psi_k(j+N)=\psi_k(j).$$

Moving by $N$ sites adds $i\,(2\pi k/N)\,N=2\pi i k$ to the exponent. Since $k$ is an integer, the exponential is unchanged. The Lean proof uses the criterion that two exponentials agree exactly when their exponents differ by an integer multiple of $2\pi i$, and supplies `k` as that integer.

```lean
/-- The plane wave obeys the Born-von Karman condition on a ring of `N ≥ 1` sites. -/
theorem blochWave_periodic {N : ℕ} (hN : 0 < N) (k : ℕ) (j : ℤ) :
    blochWave N k (j + N) = blochWave N k j := by
  have hN' : (N : ℂ) ≠ 0 := by exact_mod_cast hN.ne'
  have h : (2 * (π : ℂ) * k / N) * N = 2 * π * k := div_mul_cancel₀ _ hN'
  unfold blochWave
  rw [Complex.exp_eq_exp_iff_exists_int]
  refine ⟨k, ?_⟩
  push_cast
  linear_combination Complex.I * h
```

## (b) The plane wave is an eigenfunction of hopping

Show that
$$\psi_k(j+1)+\psi_k(j-1)=\varepsilon_k\,\psi_k(j).$$

With $q=2\pi k/N$, the left side is $(e^{iq}+e^{-iq})\,\psi_k(j)=2\cos q\;\psi_k(j)$. In the code, `h1` and `h2` split off the factors $e^{\pm iq}$, and unfolding `Complex.cos` identifies their sum.

On rings of one or two sites the neighbours $j\pm1$ coincide, and both terms are still counted. Reading a count of labels as a count of states also uses the linear independence of the $N$ plane waves, a standard fact that is taken for granted here.

```lean
/-- Hopping to both neighbours multiplies the plane wave by its band energy. -/
theorem hopping_blochWave (N k : ℕ) (j : ℤ) :
    blochWave N k (j + 1) + blochWave N k (j - 1) = (level N k : ℂ) * blochWave N k j := by
  unfold blochWave level
  generalize 2 * π * (k : ℝ) / N = q
  have h1 : Complex.exp ((q : ℂ) * ((j + 1 : ℤ) : ℂ) * Complex.I)
      = Complex.exp ((q : ℂ) * Complex.I) * Complex.exp ((q : ℂ) * j * Complex.I) := by
    rw [← Complex.exp_add]
    congr 1
    push_cast
    ring
  have h2 : Complex.exp ((q : ℂ) * ((j - 1 : ℤ) : ℂ) * Complex.I)
      = Complex.exp (-(q : ℂ) * Complex.I) * Complex.exp ((q : ℂ) * j * Complex.I) := by
    rw [← Complex.exp_add]
    congr 1
    push_cast
    ring
  rw [h1, h2, Complex.ofReal_mul, Complex.ofReal_cos, Complex.cos]
  push_cast
  ring
```

## (c) Low energies fill an interval of wave numbers

Let $-2\le E\le2$ and $0\le x\le2\pi$. Show that
$$2\cos x\le E\iff \alpha\le x\le 2\pi-\alpha .$$

Here $0\le\alpha\le\pi$ and $\cos\alpha=E/2$; the latter needs $E$ to lie in the band. The cosine decreases strictly on $[0,\pi]$, so for $y$ in that interval $2\cos y\le E$ holds exactly when $\alpha\le y$. This is `key` in the proof.

- If $x\le\pi$, take $y=x$. The upper condition holds automatically, because $x\le\pi\le2\pi-\alpha$.
- If $x\ge\pi$, take $y=2\pi-x$, which has the same cosine. The condition becomes $\alpha\le2\pi-x$, and the lower condition holds because $\alpha\le\pi\le x$.

```lean
/-- For `-2 ≤ E ≤ 2`, the wave numbers in `[0, 2π]` with band energy at most `E` form the
interval from `arccos(E/2)` to `2π - arccos(E/2)`. -/
theorem two_cos_le_iff {E x : ℝ} (hE : -2 ≤ E) (hE' : E ≤ 2) (hx : 0 ≤ x) (hx' : x ≤ 2 * π) :
    2 * Real.cos x ≤ E ↔ Real.arccos (E / 2) ≤ x ∧ x ≤ 2 * π - Real.arccos (E / 2) := by
  have hc : Real.cos (Real.arccos (E / 2)) = E / 2 :=
    Real.cos_arccos (by linarith) (by linarith)
  have h0 := Real.arccos_nonneg (E / 2)
  have hp := Real.arccos_le_pi (E / 2)
  -- on the half zone [0, π] the cosine is decreasing
  have key : ∀ y : ℝ, 0 ≤ y → y ≤ π → (2 * Real.cos y ≤ E ↔ Real.arccos (E / 2) ≤ y) := by
    intro y hy hy'
    constructor
    · intro h
      by_contra hlt
      have := Real.cos_lt_cos_of_nonneg_of_le_pi hy hp (not_le.1 hlt)
      linarith
    · intro h
      have := Real.cos_le_cos_of_nonneg_of_le_pi h0 hy' h
      linarith
  rcases le_total x π with h | h
  · rw [key x hx h]
    exact ⟨fun h' => ⟨h', by linarith⟩, fun h' => h'.1⟩
  · -- the other half zone is its mirror image
    rw [← Real.cos_two_pi_sub x, key (2 * π - x) (by linarith) (by linarith)]
    exact ⟨fun h' => ⟨by linarith, by linarith⟩, fun h' => by linarith [h'.2]⟩
```

## (d) The same interval in terms of labels

For $k<N$ and $-2\le E\le2$, show that
$$\varepsilon_k\le E\iff \ell\le k\le N-\ell .$$

Put $x=2\pi k/N$ in (c). This is allowed because $0\le k<N$ places $x$ in $[0,2\pi]$. Multiplying $\alpha\le 2\pi k/N\le 2\pi-\alpha$ by $N/(2\pi)$ gives the claim. The Lean proof treats the two inequalities separately, with `and_congr`, and clears the denominators in each.

```lean
/-- For `-2 ≤ E ≤ 2`, a label `k < N` has energy at most `E` exactly when it lies between
the edge label and its mirror image. -/
theorem level_le_iff {N k : ℕ} {E : ℝ} (hk : k < N) (hE : -2 ≤ E) (hE' : E ≤ 2) :
    level N k ≤ E ↔ edgeLabel N E ≤ k ∧ (k : ℝ) ≤ N - edgeLabel N E := by
  have hN : (0 : ℝ) < N := by exact_mod_cast (Nat.zero_le k).trans_lt hk
  have hkN : (k : ℝ) ≤ N := by exact_mod_cast hk.le
  have h2 : 0 < 2 * π := by positivity
  have hx : 2 * π * k / N ≤ 2 * π := by
    rw [div_le_iff₀ hN]
    exact mul_le_mul_of_nonneg_left hkN h2.le
  unfold level edgeLabel
  rw [two_cos_le_iff hE hE' (by positivity) hx]
  apply and_congr
  · rw [le_div_iff₀ hN, div_le_iff₀ h2]
    constructor <;> intro h <;> linarith
  · rw [div_le_iff₀ hN, le_sub_comm, div_le_iff₀ h2]
    constructor <;> intro h <;> linarith
```

## (e) How far a finite ring can be off

For $N\ge1$ and $-2\le E\le2$, show that
$$\left|I_N(E)-\left(1-\frac{\alpha}{\pi}\right)\right|\le\frac1N .$$

Since $N(1-\alpha/\pi)=N-2\ell$, it is enough to show $|n_N(E)-(N-2\ell)|\le1$. Note that $0\le\ell\le N/2$.

By (d), the counted labels are the integers $k$ with $\lceil\ell\rceil\le k\le\lfloor N-\ell\rfloor$ and $k<N$. With $c=\lceil\ell\rceil$ and $f=\lfloor N-\ell\rfloor$ their number is
$$n_N(E)=\min(N,\,f+1)-c .$$
Rounding gives $\ell\le c<\ell+1$ and $N-\ell<f+1\le N-\ell+1$.

- If the minimum is $f+1$, subtracting these bounds gives $N-2\ell-1<n_N(E)\le N-2\ell+1$.
- If the minimum is $N$, then $N\le f+1\le N-\ell+1$, so $\ell\le1$. Hence $n_N(E)=N-c\le N-\ell\le N-2\ell+1$, and $n_N(E)>N-\ell-1\ge N-2\ell-1$.

Dividing by $N$ finishes the argument. The minimum is needed at $E=2$, where $\ell=0$ and the interval also contains $k=N$, which is the state $k=0$ again.

The proof turns on `hset`, which rewrites the filtered set of labels as a half-open integer interval `Finset.Ico`. Two equivalences make this work: `Nat.ceil_le` says that $\lceil\ell\rceil\le k$ means $\ell\le k$, and `Nat.le_floor_iff` says that $k\le\lfloor y\rfloor$ means $k\le y$ for $y\ge0$. Membership in the interval is thereby the condition from (d), and `Nat.card_Ico` returns the number of elements as a difference of endpoints. That difference is taken in the natural numbers, where a negative result would be cut off to zero. The step `hc` therefore shows $c\le\min(N,f+1)$ before `Nat.cast_sub` carries the difference over to the reals, where `linarith` settles the two cases above.

```lean
/-- Finite-size bound: for `-2 ≤ E ≤ 2` and `N ≥ 1`, the integrated density of states of the
ring differs from `1 - arccos(E/2)/π` by at most `1/N`. -/
theorem idos_error_le {N : ℕ} {E : ℝ} (hN : 0 < N) (hE : -2 ≤ E) (hE' : E ≤ 2) :
    |idos N E - (1 - Real.arccos (E / 2) / π)| ≤ 1 / N := by
  have hNR : (0 : ℝ) < N := by exact_mod_cast hN
  have hpi := Real.pi_pos
  have hL : (N : ℝ) * (1 - Real.arccos (E / 2) / π) = N - 2 * edgeLabel N E := by
    unfold edgeLabel
    field_simp
  have hx0 : 0 ≤ edgeLabel N E :=
    div_nonneg (mul_nonneg hNR.le (Real.arccos_nonneg _)) (by positivity)
  have hx1 : edgeLabel N E ≤ N / 2 := by
    unfold edgeLabel
    rw [div_le_iff₀ (by positivity)]
    have := mul_le_mul_of_nonneg_left (Real.arccos_le_pi (E / 2)) hNR.le
    linarith
  have hcount : |(stateCount N E : ℝ) - N * (1 - Real.arccos (E / 2) / π)| ≤ 1 := by
    rw [hL]
    have hset : (Finset.range N).filter (fun k => level N k ≤ E)
        = Finset.Ico ⌈edgeLabel N E⌉₊ (min N (⌊(N : ℝ) - edgeLabel N E⌋₊ + 1)) := by
      ext k
      rw [Finset.mem_filter, Finset.mem_range, Finset.mem_Ico, lt_min_iff, Nat.ceil_le,
        Nat.lt_add_one_iff, Nat.le_floor_iff (by linarith)]
      constructor
      · rintro ⟨hk, h⟩
        have h' := (level_le_iff hk hE hE').1 h
        exact ⟨h'.1, hk, h'.2⟩
      · rintro ⟨ha, hk, hb⟩
        exact ⟨hk, (level_le_iff hk hE hE').2 ⟨ha, hb⟩⟩
    unfold stateCount
    rw [hset, Nat.card_Ico]
    generalize edgeLabel N E = x at hx0 hx1 ⊢
    have c1 := Nat.le_ceil x
    have c2 := Nat.ceil_lt_add_one hx0
    have f1 := Nat.floor_le (show 0 ≤ (N : ℝ) - x by linarith)
    have f2 := Nat.lt_floor_add_one ((N : ℝ) - x)
    have hc : ⌈x⌉₊ ≤ min N (⌊(N : ℝ) - x⌋₊ + 1) := by
      refine le_min (Nat.ceil_le.2 (by linarith)) ?_
      have h : (⌈x⌉₊ : ℝ) < (⌊(N : ℝ) - x⌋₊ : ℝ) + 1 + 1 := by linarith
      have h' : ⌈x⌉₊ < ⌊(N : ℝ) - x⌋₊ + 1 + 1 := by exact_mod_cast h
      omega
    rw [Nat.cast_sub hc]
    rcases le_total N (⌊(N : ℝ) - x⌋₊ + 1) with h | h
    · have hR : (N : ℝ) ≤ (⌊(N : ℝ) - x⌋₊ : ℝ) + 1 := by exact_mod_cast h
      rw [min_eq_left h, abs_le]
      constructor <;> linarith
    · rw [min_eq_right h, Nat.cast_add, Nat.cast_one, abs_le]
      constructor <;> linarith
  -- divide the counting error by the number of sites
  have e : idos N E - (1 - Real.arccos (E / 2) / π)
      = ((stateCount N E : ℝ) - N * (1 - Real.arccos (E / 2) / π)) / N := by
    rw [idos, sub_div, mul_div_cancel_left₀ _ hNR.ne']
  rw [e, abs_div, abs_of_pos hNR]
  exact div_le_div_of_nonneg_right hcount hNR.le
```

## (f) The infinite chain

For fixed $E$ with $-2\le E\le2$, show that
$$\lim_{N\to\infty}I_N(E)=1-\frac{\arccos(E/2)}{\pi}.$$

By (e), the distance between $I_N(E)$ and the right side lies between $0$ and $1/N$, so it tends to zero. In Lean this is `squeeze_zero'`, which needs the bound only for all sufficiently large $N$; here $N>0$ is enough.

With the opposite sign of the hopping, the levels are $-2\cos(2\pi k/N)$. The limit is then the same function of $E$, because the limiting distribution is symmetric about zero.

```lean
/-- Integrated density of states of the infinite chain: for `-2 ≤ E ≤ 2`, the fraction of
Bloch labels with energy at most `E` tends to `1 - arccos(E/2)/π` as the ring grows. -/
theorem tendsto_idos {E : ℝ} (hE : -2 ≤ E) (hE' : E ≤ 2) :
    Tendsto (fun N : ℕ => idos N E) atTop (𝓝 (1 - Real.arccos (E / 2) / π)) := by
  rw [tendsto_iff_norm_sub_tendsto_zero]
  refine squeeze_zero' (Eventually.of_forall fun N => norm_nonneg _) ?_
    (tendsto_one_div_atTop_nhds_zero_nat (𝕜 := ℝ))
  filter_upwards [eventually_gt_atTop 0] with N hN
  rw [Real.norm_eq_abs]
  exact idos_error_le hN hE hE'
```

## (g) States in an energy window

Let $-2\le E_1\le E_2\le2$. Show that the fraction of labels with $E_1<\varepsilon_k\le E_2$ tends to
$$\frac{\arccos(E_1/2)-\arccos(E_2/2)}{\pi}.$$

Each label with $\varepsilon_k\le E_2$ either has $\varepsilon_k\le E_1$ or lies in the window, and never both. The window therefore contains $n_N(E_2)-n_N(E_1)$ labels. Divide by $N$ and subtract the two limits from (f). The Lean proof states the splitting as a sum, `hsplit`, and so avoids subtracting natural numbers.

A density of states can be plotted as a histogram built from such fractions at finite $N$: a simple program evaluates the band on a uniform $k$ grid, counts the levels in each bin, and divides by $N$ and by the bin width $w$. For this one-band chain, using (e) at both edges of a bin bounds the error of its averaged density by $2/(Nw)$, so halving the bin width calls for twice as many $k$ points to keep the same bound. When a level coincides with a bin edge, floating-point rounding of the cosine can put it in the wrong bin.

```lean
/-- For `-2 ≤ E₁ ≤ E₂ ≤ 2`, the fraction of Bloch labels with energy above `E₁` and at most
`E₂` tends to `(arccos(E₁/2) - arccos(E₂/2))/π`. -/
theorem tendsto_window {E₁ E₂ : ℝ} (h₁ : -2 ≤ E₁) (h : E₁ ≤ E₂) (h₂ : E₂ ≤ 2) :
    Tendsto (fun N : ℕ =>
        (((Finset.range N).filter (fun k => E₁ < level N k ∧ level N k ≤ E₂)).card : ℝ) / N)
      atTop (𝓝 ((Real.arccos (E₁ / 2) - Real.arccos (E₂ / 2)) / π)) := by
  have hsplit : ∀ N : ℕ,
      ((Finset.range N).filter (fun k => E₁ < level N k ∧ level N k ≤ E₂)).card
        + stateCount N E₁ = stateCount N E₂ := by
    intro N
    unfold stateCount
    simp only [Finset.card_filter]
    rw [← Finset.sum_add_distrib]
    apply Finset.sum_congr rfl
    intro k _
    by_cases hk : level N k ≤ E₁
    · simp [hk, hk.trans h, not_lt.2 hk]
    · simp [hk, not_le.1 hk]
  have hlim := (tendsto_idos (h₁.trans h) h₂).sub (tendsto_idos h₁ (h.trans h₂))
  convert hlim using 1
  · funext N
    rw [idos, idos, ← hsplit N, Nat.cast_add]
    ring
  · congr 1
    ring
```

## (h) A ring that attains the bound

Let $N=2m$ with $m\ge1$, and take the lower band edge $E=-2$. Show that
$$\left|I_{2m}(-2)-\left(1-\frac{\arccos(-1)}{\pi}\right)\right|=\frac1{2m}.$$

Here $\alpha=\pi$, so the limiting value is $0$ and $\ell=m$. By (d) the counted labels satisfy $m\le k\le 2m-m$, which leaves only $k=m$, the state at the zone boundary. Hence $n_{2m}(-2)=1$ and $I_{2m}(-2)=1/(2m)$. For $m=1$ the levels are $2$ and $-2$, and half of them lie at the lower band edge.

In the code, `hcount` shows that the filtered set is the singleton containing `m`. The constant in (e) therefore cannot be lowered if the bound is to hold for all $N\ge1$ and all $E$ in the band.

```lean
/-- The finite-size bound is sharp: at the energy `-2`, every ring with an even number
`2m ≥ 2` of sites has an error of exactly one over the number of sites. -/
theorem idos_error_sharp {m : ℕ} (hm : 0 < m) :
    |idos (2 * m) (-2) - (1 - Real.arccos (-2 / 2) / π)| = 1 / ((2 * m : ℕ) : ℝ) := by
  have ha : Real.arccos (-2 / 2) = π := by
    rw [show (-2 / 2 : ℝ) = -1 by norm_num, Real.arccos_neg_one]
  have he : edgeLabel (2 * m) (-2) = m := by
    rw [edgeLabel, ha, div_eq_iff (by positivity)]
    push_cast
    ring
  -- only the zone-boundary label k = m is counted
  have hcount : stateCount (2 * m) (-2) = 1 := by
    unfold stateCount
    rw [Finset.card_eq_one]
    refine ⟨m, ?_⟩
    ext k
    rw [Finset.mem_filter, Finset.mem_range, Finset.mem_singleton]
    constructor
    · rintro ⟨hk, h⟩
      rw [level_le_iff hk (by norm_num) (by norm_num), he] at h
      obtain ⟨h1, h2⟩ := h
      push_cast at h2
      have h3 : (k : ℝ) = m := by linarith
      exact_mod_cast h3
    · intro h
      rw [h]
      refine ⟨by omega, (level_le_iff (by omega) (by norm_num) (by norm_num)).2 ?_⟩
      rw [he]
      push_cast
      constructor <;> linarith
  rw [ha, div_self Real.pi_ne_zero, sub_self, sub_zero, idos, hcount, Nat.cast_one]
  exact abs_of_nonneg (by positivity)

end

end ChainIntegratedDOS
```

```lean
#print axioms ChainIntegratedDOS.hopping_blochWave
#print axioms ChainIntegratedDOS.tendsto_idos
#print axioms ChainIntegratedDOS.tendsto_window
#print axioms ChainIntegratedDOS.idos_error_sharp
```

```
'ChainIntegratedDOS.hopping_blochWave' depends on axioms: [propext, Classical.choice, Quot.sound]
'ChainIntegratedDOS.tendsto_idos' depends on axioms: [propext, Classical.choice, Quot.sound]
'ChainIntegratedDOS.tendsto_window' depends on axioms: [propext, Classical.choice, Quot.sound]
'ChainIntegratedDOS.idos_error_sharp' depends on axioms: [propext, Classical.choice, Quot.sound]
```
